# Linear charging of a centred harmonic medium: ΔF is half the mean coupling energy in the charged state

To estimate the electrostatic part of a solvation free energy, I run one simulation with the solute charges switched on, average the solute–solvent electrostatic energy, and multiply by one half. The justification I was given is "linear response". But free-energy perturbation involves an exponential average, and here I take a plain average in a single end state. Is the half a small-charge approximation, or is there a model in which it holds at any coupling strength?

## Half the coupling energy pays for the distortion

There is such a model, and the strength of the coupling doesn't matter in it. If the medium is harmonic about the origin and the solute couples linearly to its finitely many coordinates, the one-half estimate of the charging free energy is exact.

Let \(x\in\mathbb R^n\) be the medium's coordinates, \(K\) a real symmetric positive definite stiffness matrix, \(b\) the vector of coupling strengths and \(\beta=1/k_BT>0\). The uncharged and charged energies are

\[
U_0(x)=\tfrac12\langle x,Kx\rangle,\qquad U_1(x)=U_0(x)+\langle b,x\rangle .
\]

Put \(m=K^{-1}b\). Since \(K\) is symmetric and \(Km=b\),

\[
U_0(x+m)=U_0(x)+\langle b,x\rangle+\tfrac12\langle b,m\rangle,
\qquad\text{so}\qquad
U_1(x)=U_0(x+m)-\tfrac12\langle b,m\rangle .
\]

Charging therefore moves the well to \(-m\) and lowers it, without changing its shape. Substituting \(y=x+m\) in the partition function gives

\[
Z_1=\int e^{-\beta U_1(x)}\,dx=e^{\beta\langle b,m\rangle/2}Z_0,
\qquad
\Delta F=-\frac1\beta\ln\frac{Z_1}{Z_0}=-\tfrac12\langle b,K^{-1}b\rangle .
\]

The same substitution gives the average of \(\langle a,x\rangle\) for any vector \(a\):

\[
\langle\langle a,x\rangle\rangle_1=\langle\langle a,y\rangle\rangle_0-\langle a,m\rangle=-\langle a,K^{-1}b\rangle ,
\]

because \(U_0\) is even and \(\langle a,y\rangle\) is odd. With \(a=b\) the mean coupling energy is \(-\langle b,K^{-1}b\rangle=2\Delta F\). At the new minimum the coupling contributes \(-\langle b,m\rangle\), while distorting the medium costs \(U_0(-m)=\tfrac12\langle b,m\rangle\); half of the gain remains.

The integrals converge. Let \(e_i\) be the \(i\)-th unit vector and \(v=(K^{-1})_{ii}\). For every real \(r\),

\[
0\le U_0(x+rK^{-1}e_i)=U_0(x)+r x_i+\tfrac12 r^2v .
\]

Taking \(r=-d\,x_i\) with \(d=1/(1+|v|)\), so that \(dv\le1\), gives \(U_0(x)\ge c_i x_i^2\) with \(c_i=d/2>0\). Summing over \(i\) yields \(\sum_i c_ix_i^2\le nU_0(x)\), hence

\[
e^{-\beta U_0(x)}\le\prod_i e^{-\beta c_i x_i^2/(n+1)},
\]

a product of integrable Gaussians. Translation handles the charged weight. For the linear averages, use \(|t|\le e^t+e^{-t}\) with \(t=\langle a,x\rangle\): the factors \(e^{\pm t}\) turn the uncharged weight into charged weights with coupling vectors \(\mp a/\beta\), which are integrable.

## Two coordinates with numbers

Take, in consistent units,

\[
K=\begin{pmatrix}2&1\\1&2\end{pmatrix},\quad b=\begin{pmatrix}3\\0\end{pmatrix},\quad
K^{-1}b=\frac13\begin{pmatrix}2&-1\\-1&2\end{pmatrix}\begin{pmatrix}3\\0\end{pmatrix}=\begin{pmatrix}2\\-1\end{pmatrix}.
\]

The mean position in the charged state is \((-2,1)\), the mean coupling energy is \(-6\), and \(\Delta F=-3\) at every temperature. The distortion energy at the mean position is \(+3\).

## What the theorems say about the medium

In the Lean file a configuration is a function `ι → ℝ` on a finite index type, integrated with Lebesgue measure. `harmonic K` is \(U_0\) and `charged K b` is \(U_1\); here "charged" means only that the linear term is present, and \(b\) need not be a list of electric charges. `weight` is the unnormalised Boltzmann factor, and `thermalAverage` divides by the partition function. `freeEnergyDiff` takes its energies in the order uncharged, charged, so a negative value means that charging is favourable.

`charging_free_energy` says that for every `b`, if `K.PosDef` and `0 < β`, the free-energy difference equals \(-\langle b,K^{-1}b\rangle/2\) and also equals half the charged-state average of \(\langle b,x\rangle\). `K.PosDef` includes symmetry. Physically, it says that every displacement of the uncharged medium costs energy, so no direction is free to drift. `charging_lowers_free_energy` adds that \(\Delta F<0\) when \(b\ne0\).

A real liquid is not harmonic in its atomic positions, so the step from here to your simulation is an assumption. It is enough that the coupling energy has a Gaussian distribution with mean zero in the uncharged state, as it does in this model: if its variance there is \(s^2\), the exponential average gives \(\Delta F=-\beta s^2/2\), and the charged-state average is \(-\beta s^2\). The Lean file proves the harmonic case only. The centring matters too: if the uncharged solvent already has a nonzero mean coupling energy, then even for a harmonic medium with linear coupling half the charged-state average differs from \(\Delta F\), by half that uncharged mean. The theorems concern exact thermal averages, so they give no error estimate for a finite trajectory.

```lean
import Mathlib

open MeasureTheory Matrix

namespace LinearResponseCharging

noncomputable section

variable {ι : Type*} [Fintype ι]

/-- The harmonic energy `U0(x) = ⟨x, K x⟩ / 2` of the uncharged state. -/
def harmonic (K : Matrix ι ι ℝ) (x : ι → ℝ) : ℝ := x ⬝ᵥ K *ᵥ x / 2

/-- The energy `U1(x) = U0(x) + ⟨b, x⟩` of the charged state. -/
def charged (K : Matrix ι ι ℝ) (b x : ι → ℝ) : ℝ := harmonic K x + b ⬝ᵥ x

/-- The Boltzmann weight `exp(-β U(x))`. -/
def weight (β : ℝ) (U : (ι → ℝ) → ℝ) (x : ι → ℝ) : ℝ := Real.exp (-β * U x)

/-- The configurational partition function, for an integrable Boltzmann weight. -/
def partitionFunction (β : ℝ) (U : (ι → ℝ) → ℝ) : ℝ := ∫ x, weight β U x

/-- The thermal average of an observable `f` in the state with energy `U`, for integrable
weight and weighted observable and a nonzero partition function. -/
def thermalAverage (β : ℝ) (U f : (ι → ℝ) → ℝ) : ℝ :=
  (∫ x, f x * weight β U x) / partitionFunction β U

/-- The free-energy difference `-(1/β) ln(Z1/Z0)`, for `β ≠ 0` and positive partition
functions. -/
def freeEnergyDiff (β : ℝ) (U0 U1 : (ι → ℝ) → ℝ) : ℝ :=
  -(1 / β) * Real.log (partitionFunction β U1 / partitionFunction β U0)

variable [DecidableEq ι] {K : Matrix ι ι ℝ} {β : ℝ}

/-- For positive definite `K`, the charged energy is the harmonic energy displaced by `-K⁻¹ b` and
lowered by `⟨b, K⁻¹ b⟩ / 2`. -/
theorem complete_square (hK : K.PosDef) (b x : ι → ℝ) :
    charged K b x = harmonic K (x + K⁻¹ *ᵥ b) - b ⬝ᵥ K⁻¹ *ᵥ b / 2 := by
  have hT : Kᵀ = K := by
    simpa [Matrix.conjTranspose_eq_transpose_of_trivial] using hK.isHermitian.eq
  have hs : K *ᵥ (K⁻¹ *ᵥ b) = b := by
    rw [Matrix.mulVec_mulVec, Matrix.mul_nonsing_inv _ hK.det_pos.ne'.isUnit,
      Matrix.one_mulVec]
  -- symmetry of `K` makes the two cross terms equal
  have hc : (K⁻¹ *ᵥ b) ⬝ᵥ K *ᵥ x = b ⬝ᵥ x := by
    rw [Matrix.dotProduct_mulVec, ← Matrix.mulVec_transpose, hT, hs]
  simp only [charged, harmonic, Matrix.mulVec_add, add_dotProduct, dotProduct_add]
  rw [hc, hs, dotProduct_comm x b, dotProduct_comm (K⁻¹ *ᵥ b) b]
  ring

/-- A positive definite harmonic energy confines every coordinate: it is bounded below by a
positive multiple of `xᵢ²`. -/
theorem coordinate_bound (hK : K.PosDef) (i : ι) :
    ∃ c : ℝ, 0 < c ∧ ∀ x, c * x i ^ 2 ≤ harmonic K x := by
  obtain ⟨v, hv⟩ : ∃ v : ℝ, v = (K⁻¹ *ᵥ (Pi.single i (1 : ℝ) : ι → ℝ)) i := ⟨_, rfl⟩
  -- nonnegativity of the displaced energy, for a displacement of any size `r`
  have key : ∀ (x : ι → ℝ) (r : ℝ), 0 ≤ harmonic K x + r * x i + r * (r * v) / 2 := by
    intro x r
    have h := complete_square hK (r • (Pi.single i (1 : ℝ) : ι → ℝ)) x
    have hn := hK.posSemidef.dotProduct_mulVec_nonneg
      (x + K⁻¹ *ᵥ (r • (Pi.single i (1 : ℝ) : ι → ℝ)))
    rw [star_trivial] at hn
    have hq : (r • (Pi.single i (1 : ℝ) : ι → ℝ)) ⬝ᵥ
        K⁻¹ *ᵥ (r • (Pi.single i (1 : ℝ) : ι → ℝ)) = r * (r * v) := by
      rw [Matrix.mulVec_smul, smul_dotProduct, dotProduct_smul, single_one_dotProduct, hv]
      simp only [smul_eq_mul]
    have hl : (r • (Pi.single i (1 : ℝ) : ι → ℝ)) ⬝ᵥ x = r * x i := by
      rw [smul_dotProduct, single_one_dotProduct, smul_eq_mul]
    rw [hq, charged, hl] at h
    have hn' : 0 ≤ harmonic K (x + K⁻¹ *ᵥ (r • (Pi.single i (1 : ℝ) : ι → ℝ))) :=
      div_nonneg hn (by norm_num)
    linarith
  have hp : 0 < 1 + |v| := by positivity
  obtain ⟨d, hd⟩ : ∃ d : ℝ, d = (1 + |v|)⁻¹ := ⟨_, rfl⟩
  have hd0 : 0 < d := by rw [hd]; positivity
  have hdv : d * v ≤ 1 := by
    rw [hd, inv_mul_le_iff₀ hp]
    linarith [le_abs_self v]
  refine ⟨d / 2, by positivity, fun x => ?_⟩
  have h1 := key x (-(d * x i))
  have h2 := mul_le_mul_of_nonneg_left hdv (by positivity : 0 ≤ d * x i ^ 2)
  nlinarith

/-- For `β > 0` and positive definite `K`, the Boltzmann weight of the harmonic state is
integrable. -/
theorem integrable_harmonic (hK : K.PosDef) (hβ : 0 < β) :
    Integrable (weight β (harmonic K)) := by
  choose c hc hb using coordinate_bound hK
  obtain ⟨N, hN⟩ : ∃ N : ℝ, N = (Fintype.card ι : ℝ) := ⟨_, rfl⟩
  have hN0 : 0 ≤ N := by rw [hN]; positivity
  have hprod : Integrable (fun x : ι → ℝ =>
      ∏ i, Real.exp (-(β * c i / (N + 1)) * x i ^ 2)) := by
    rw [volume_pi]
    exact Integrable.fintype_prod
      (f := fun i (t : ℝ) => Real.exp (-(β * c i / (N + 1)) * t ^ 2))
      (fun i => integrable_exp_neg_mul_sq (by have := hc i; positivity))
  have hcont : Continuous (weight β (harmonic K)) := by
    unfold weight
    simp only [harmonic, dotProduct, Matrix.mulVec]
    fun_prop
  -- domination by a product of one-dimensional Gaussians
  refine hprod.mono' hcont.aestronglyMeasurable (ae_of_all _ fun x => ?_)
  have hn : 0 ≤ harmonic K x := by
    have h := hK.posSemidef.dotProduct_mulVec_nonneg x
    rw [star_trivial] at h
    exact div_nonneg h (by norm_num)
  have hsum : ∑ i, c i * x i ^ 2 ≤ N * harmonic K x := by
    calc ∑ i, c i * x i ^ 2 ≤ ∑ _i : ι, harmonic K x := Finset.sum_le_sum fun i _ => hb i x
      _ = N * harmonic K x := by simp [hN]
  have hle : β / (N + 1) * ∑ i, c i * x i ^ 2 ≤ β * harmonic K x := by
    calc β / (N + 1) * ∑ i, c i * x i ^ 2
        ≤ β / (N + 1) * ((N + 1) * harmonic K x) :=
          mul_le_mul_of_nonneg_left (by linarith) (by positivity)
      _ = β * harmonic K x := by field_simp
  have heq : ∑ i, -(β * c i / (N + 1)) * x i ^ 2
      = -(β / (N + 1) * ∑ i, c i * x i ^ 2) := by
    rw [Finset.mul_sum, ← Finset.sum_neg_distrib]
    exact Finset.sum_congr rfl fun i _ => by ring
  rw [weight, Real.norm_eq_abs, Real.abs_exp, ← Real.exp_sum, Real.exp_le_exp, heq]
  linarith

/-- For positive definite `K`, the charged Boltzmann weight is the displaced harmonic weight
times the constant `exp(β ⟨b, K⁻¹ b⟩ / 2)`. -/
theorem weight_charged (hK : K.PosDef) (b x : ι → ℝ) :
    weight β (charged K b) x =
      Real.exp (β * (b ⬝ᵥ K⁻¹ *ᵥ b) / 2) * weight β (harmonic K) (x + K⁻¹ *ᵥ b) := by
  rw [weight, weight, complete_square hK, ← Real.exp_add]
  congr 1
  ring

/-- For `β > 0` and positive definite `K`, the Boltzmann weight of the charged state is
integrable. -/
theorem integrable_charged (hK : K.PosDef) (hβ : 0 < β) (b : ι → ℝ) :
    Integrable (weight β (charged K b)) := by
  rw [funext (weight_charged (β := β) hK b)]
  exact ((integrable_harmonic hK hβ).comp_add_right (K⁻¹ *ᵥ b)).const_mul _

/-- For `β > 0` and positive definite `K`, `Z0` is positive and
`Z1 = exp(β ⟨b, K⁻¹ b⟩ / 2) Z0`. -/
theorem partition_charged (hK : K.PosDef) (hβ : 0 < β) (b : ι → ℝ) :
    0 < partitionFunction β (harmonic K) ∧ partitionFunction β (charged K b) =
      Real.exp (β * (b ⬝ᵥ K⁻¹ *ᵥ b) / 2) * partitionFunction β (harmonic K) := by
  constructor
  · have : NeZero (volume : Measure (ι → ℝ)) := ⟨fun h => by
      have h0 := isOpen_univ.measure_pos (volume : Measure (ι → ℝ)) Set.univ_nonempty
      rw [h] at h0
      simp at h0⟩
    exact integral_exp_pos (integrable_harmonic hK hβ)
  · unfold partitionFunction
    rw [funext (weight_charged (β := β) hK b), integral_const_mul,
      integral_add_right_eq_self (weight β (harmonic K)) (K⁻¹ *ᵥ b)]

/-- For `β > 0` and positive definite `K`, every linear observable `⟨a, x⟩` is integrable
against the harmonic Boltzmann weight. -/
theorem integrable_linear (hK : K.PosDef) (hβ : 0 < β) (a : ι → ℝ) :
    Integrable (fun x => (a ⬝ᵥ x) * weight β (harmonic K) x) := by
  have hb : β * β⁻¹ = 1 := mul_inv_cancel₀ hβ.ne'
  have hcont : Continuous (fun x : ι → ℝ => a ⬝ᵥ x) := by
    simp only [dotProduct]
    fun_prop
  refine ((integrable_charged hK hβ ((-β⁻¹) • a)).add
    (integrable_charged hK hβ (β⁻¹ • a))).mono'
    (hcont.aestronglyMeasurable.mul (integrable_harmonic hK hβ).aestronglyMeasurable)
    (ae_of_all _ fun x => ?_)
  -- the exponentials of `±⟨a, x⟩` are absorbed into charged weights
  have e1 : weight β (charged K ((-β⁻¹) • a)) x
      = Real.exp (a ⬝ᵥ x) * weight β (harmonic K) x := by
    rw [weight, weight, ← Real.exp_add, charged, smul_dotProduct, smul_eq_mul]
    congr 1
    linear_combination (a ⬝ᵥ x) * hb
  have e2 : weight β (charged K (β⁻¹ • a)) x
      = Real.exp (-(a ⬝ᵥ x)) * weight β (harmonic K) x := by
    rw [weight, weight, ← Real.exp_add, charged, smul_dotProduct, smul_eq_mul]
    congr 1
    linear_combination (-(a ⬝ᵥ x)) * hb
  have hw : 0 < weight β (harmonic K) x := Real.exp_pos _
  have habs : |a ⬝ᵥ x| ≤ Real.exp (a ⬝ᵥ x) + Real.exp (-(a ⬝ᵥ x)) :=
    abs_le.2 ⟨by linarith [Real.add_one_le_exp (-(a ⬝ᵥ x)), Real.exp_pos (a ⬝ᵥ x)],
      by linarith [Real.add_one_le_exp (a ⬝ᵥ x), Real.exp_pos (-(a ⬝ᵥ x))]⟩
  rw [Pi.add_apply, e1, e2, ← add_mul, Real.norm_eq_abs, abs_mul, abs_of_pos hw]
  exact mul_le_mul_of_nonneg_right habs hw.le

/-- Linear response: for `β > 0` and positive definite `K`, the average of `⟨a, x⟩` in the
charged state is `-⟨a, K⁻¹ b⟩`. -/
theorem linear_response (hK : K.PosDef) (hβ : 0 < β) (a b : ι → ℝ) :
    thermalAverage β (charged K b) (fun x => a ⬝ᵥ x) = -(a ⬝ᵥ K⁻¹ *ᵥ b) := by
  obtain ⟨hZ, hZ1⟩ := partition_charged hK hβ b
  -- the average vanishes in the uncharged state, by reflection
  have hodd : ∫ x, (a ⬝ᵥ x) * weight β (harmonic K) x = 0 := by
    have h := integral_neg_eq_self (fun x => (a ⬝ᵥ x) * weight β (harmonic K) x) volume
    have h' : ∫ x, (a ⬝ᵥ (-x)) * weight β (harmonic K) (-x)
        = -∫ x, (a ⬝ᵥ x) * weight β (harmonic K) x := by
      rw [← integral_neg]
      refine integral_congr_ae (ae_of_all _ fun x => ?_)
      simp [weight, harmonic, Matrix.mulVec_neg]
    linarith
  have hnum : ∫ x, (a ⬝ᵥ x) * weight β (charged K b) x =
      -(a ⬝ᵥ K⁻¹ *ᵥ b) * partitionFunction β (charged K b) := by
    calc ∫ x, (a ⬝ᵥ x) * weight β (charged K b) x
        = ∫ x, Real.exp (β * (b ⬝ᵥ K⁻¹ *ᵥ b) / 2) *
            ((a ⬝ᵥ (x + K⁻¹ *ᵥ b)) * weight β (harmonic K) (x + K⁻¹ *ᵥ b)
              - (a ⬝ᵥ K⁻¹ *ᵥ b) * weight β (harmonic K) (x + K⁻¹ *ᵥ b)) := by
          refine integral_congr_ae (ae_of_all _ fun x => ?_)
          simp only [weight_charged hK, dotProduct_add]
          ring
      _ = ∫ y, Real.exp (β * (b ⬝ᵥ K⁻¹ *ᵥ b) / 2) *
            ((a ⬝ᵥ y) * weight β (harmonic K) y
              - (a ⬝ᵥ K⁻¹ *ᵥ b) * weight β (harmonic K) y) :=
          integral_add_right_eq_self (fun y => Real.exp (β * (b ⬝ᵥ K⁻¹ *ᵥ b) / 2) *
            ((a ⬝ᵥ y) * weight β (harmonic K) y
              - (a ⬝ᵥ K⁻¹ *ᵥ b) * weight β (harmonic K) y)) (K⁻¹ *ᵥ b)
      _ = -(a ⬝ᵥ K⁻¹ *ᵥ b) * partitionFunction β (charged K b) := by
          rw [integral_const_mul, integral_sub (integrable_linear hK hβ a)
            ((integrable_harmonic hK hβ).const_mul _), hodd, integral_const_mul, hZ1,
            partitionFunction]
          ring
  have hne : partitionFunction β (charged K b) ≠ 0 := by
    rw [hZ1]
    exact (mul_pos (Real.exp_pos _) hZ).ne'
  rw [thermalAverage, hnum, mul_div_cancel_right₀ _ hne]

/-- For `β > 0` and positive definite `K`, the charging free energy is `-⟨b, K⁻¹ b⟩ / 2`, and
it is half the average of `⟨b, x⟩` in the charged state. -/
theorem charging_free_energy (hK : K.PosDef) (hβ : 0 < β) (b : ι → ℝ) :
    freeEnergyDiff β (harmonic K) (charged K b) = -(b ⬝ᵥ K⁻¹ *ᵥ b) / 2 ∧
    freeEnergyDiff β (harmonic K) (charged K b) =
      thermalAverage β (charged K b) (fun x => b ⬝ᵥ x) / 2 := by
  obtain ⟨hZ, hZ1⟩ := partition_charged hK hβ b
  have h : freeEnergyDiff β (harmonic K) (charged K b) = -(b ⬝ᵥ K⁻¹ *ᵥ b) / 2 := by
    rw [freeEnergyDiff, hZ1, mul_div_cancel_right₀ _ hZ.ne', Real.log_exp]
    have hb : β⁻¹ * β = 1 := inv_mul_cancel₀ hβ.ne'
    rw [one_div]
    linear_combination (-(b ⬝ᵥ K⁻¹ *ᵥ b) / 2) * hb
  exact ⟨h, by rw [h, linear_response hK hβ]⟩

/-- For `β > 0` and positive definite `K`, charging with a nonzero `b` strictly lowers the
free energy. -/
theorem charging_lowers_free_energy (hK : K.PosDef) (hβ : 0 < β) {b : ι → ℝ} (hb : b ≠ 0) :
    freeEnergyDiff β (harmonic K) (charged K b) < 0 := by
  have h := hK.inv.dotProduct_mulVec_pos hb
  rw [star_trivial] at h
  rw [(charging_free_energy hK hβ b).1]
  linarith

end

end LinearResponseCharging
```

```lean
#print axioms LinearResponseCharging.charging_free_energy
#print axioms LinearResponseCharging.charging_lowers_free_energy
```

```
'LinearResponseCharging.charging_free_energy' depends on axioms: [propext, Classical.choice, Quot.sound]
'LinearResponseCharging.charging_lowers_free_energy' depends on axioms: [propext, Classical.choice, Quot.sound]
```

## From the displaced well to the free energy

`complete_square` is the displacement identity. Its step `hs` is \(Km=b\), `hc` uses symmetry to identify the cross terms, and `ring` collects the rest. `coordinate_bound` applies that identity to the coupling vector \(re_i\); `key` is the inequality in \(r\) above, and the final `nlinarith` follows the choice \(r=-d\,x_i\).

`integrable_harmonic` compares the weight with the product of Gaussians. The denominator \(n+1\) keeps the argument valid when there are no coordinates at all. `weight_charged` exponentiates the displacement identity, and `integrable_charged` transfers integrability through the translation.

`partition_charged` proves \(Z_0>0\) and the ratio \(Z_1/Z_0\) in product form; the change of variable is `integral_add_right_eq_self`. `integrable_linear` carries out the bound by two exponentials, with `e1` and `e2` identifying the charged weights.

In `linear_response`, `hodd` is the reflection argument, and the `calc` block shifts the variable and splits the integral into the odd part, which vanishes, and the constant \(-\langle a,K^{-1}b\rangle\) times \(Z_1\). Dividing by \(Z_1\ne0\) gives the average.

`charging_free_energy` then takes the logarithm of the partition-function ratio, cancels \(\beta\), and uses `linear_response` with \(a=b\) for the half. The strict inequality in the last theorem comes from the positive definiteness of \(K^{-1}\).
